# A discrete Weyl operator shifts each position basis state and multiplies it by a phase

The lemma `weyl_apply` gives the matrix elements of the Weyl operator T(a,b) = ω^(ab/2) X^a Z^b on a system with d basis states, where X shifts the position by one, Z multiplies |j⟩ by ω^j, and ω = exp(2πi/d). The element in row i and column j is the phase ω^(ab/2 + bj) if i = j + a modulo d, and zero otherwise. It is stated for every positive d, with the half read as `2⁻¹` in `ZMod d`, which is a true inverse of two only when d is odd. The attempt first finds the entries of the powers of X by induction and the powers of the clock phases from the character law, then multiplies the two together.

This version doesn't compile in Lean 4 with Mathlib:

```lean
import Mathlib

open Matrix
open scoped ComplexOrder

namespace DiscreteBochner

noncomputable section

variable {d : ℕ} [NeZero d]

/-- `ω x` is the phase `exp (2πi x / d)`. -/
local notation "ω" => ZMod.stdAddChar

/-- Discrete phase space: pairs (position, momentum) modulo `d`. -/
abbrev Phase (d : ℕ) := ZMod d × ZMod d

/-- For odd `d`, the inverse of two modulo `d`. -/
def half (d : ℕ) : ZMod d := 2⁻¹

/-- The shift matrix `X`, sending `|j⟩` to `|j+1⟩`. -/
def shift (d : ℕ) : Matrix (ZMod d) (ZMod d) ℂ := of fun i j => if i = j + 1 then 1 else 0

/-- The clock matrix `Z`, multiplying `|j⟩` by `ω j`. -/
def clock (d : ℕ) [NeZero d] : Matrix (ZMod d) (ZMod d) ℂ := diagonal fun j => ω j

/-- The Weyl operator `T(a,b) = ω^(ab/2) X^a Z^b`. -/
def weyl (u : Phase d) : Matrix (ZMod d) (ZMod d) ℂ :=
  ω (half d * (u.1 * u.2)) • (shift d ^ u.1.val * clock d ^ u.2.val)

/-- The matrix elements of a Weyl operator. -/
theorem weyl_apply (u : Phase d) (i j : ZMod d) :
    weyl u i j = if i = j + u.1 then ω (half d * (u.1 * u.2) + u.2 * j) else 0 := by
  have hs : ∀ (n : ℕ) (i j : ZMod d), (shift d ^ n) i j = if i = j + n then 1 else 0 := by
    intro n
    induction n with
    | zero => intro i j; simp [Matrix.one_apply]
    | succ n ih =>
      intro i j
      have e : j + 1 + (n : ZMod d) = j + ((n + 1 : ℕ) : ZMod d) := by push_cast; ring
      rw [pow_succ, Matrix.mul_apply, ← e]
      simp only [ih, shift, of_apply, mul_ite, mul_one, mul_zero, Finset.sum_ite_eq',
        Finset.mem_univ, if_true]
  have hc : ω j ^ u.2.val = ω (u.2 * j) := by
    rw [← AddChar.map_nsmul_eq_pow, nsmul_eq_mul, ZMod.natCast_zmod_val]
  rw [weyl, Matrix.smul_apply, clock, Matrix.diagonal_pow, Matrix.mul_diagonal, hs,
    Pi.pow_apply, hc, ZMod.natCast_zmod_val, AddChar.map_add_eq_mul]
  split_ifs <;> simp

end

end DiscreteBochner
```

Compiling this gives:

```
Main.lean:38:16: error: unsolved goals
case succ
d : ℕ
inst✝ : NeZero d
u : Phase d
i✝ j✝ : ZMod d
n : ℕ
ih : ∀ (i j : ZMod d), (shift d ^ n) i j = if i = j + ↑n then 1 else 0
i j : ZMod d
e : j + 1 + ↑n = j + ↑(n + 1)
⊢ ((of fun i j => if i = j + 1 then 1 else 0) ^ n) i (j + 1) = if i = j + 1 + ↑n then 1 else 0
Main.lean:42:17: warning: This simp argument is unused:
  ih

Hint: Omit it from the simp argument list.
  [apply] simp only [shift, of_apply, mul_ite, mul_one, mul_zero, Finset.sum_ite_eq', Finset.mem_univ, if_true]

Note: This linter can be disabled with `set_option linter.unusedSimpArgs false`
```

What went wrong. The error is in the induction step for the powers of the shift matrix. There `simp only` was given both the induction hypothesis `ih`, which speaks of `(shift d ^ n) i j`, and the definition `shift`. It unfolded `shift` everywhere, also inside the power, so the goal came to hold `(of fun i j => …) ^ n`, which `ih` no longer matched. The sum did collapse to its one term, at `j + 1`, but the entry of the n-th power there stayed unevaluated. The warning that `ih` is unused is the same fault seen from the other side.

The repair puts in place of the definition a fact `h1`, true by `rfl`, which gives the single entry `shift d k j`. It rewrites only an entry of the matrix, so the `shift d` under the power is left alone and `ih` applies. `of_apply` is dropped because `of` is no longer exposed.

After these edits no error is left:

```diff
@@ -40,5 +40,6 @@
       have e : j + 1 + (n : ZMod d) = j + ((n + 1 : ℕ) : ZMod d) := by push_cast; ring
       rw [pow_succ, Matrix.mul_apply, ← e]
-      simp only [ih, shift, of_apply, mul_ite, mul_one, mul_zero, Finset.sum_ite_eq',
+      have h1 : ∀ k, shift d k j = if k = j + 1 then 1 else 0 := fun _ => rfl
+      simp only [ih, h1, mul_ite, mul_one, mul_zero, Finset.sum_ite_eq',
         Finset.mem_univ, if_true]
   have hc : ω j ^ u.2.val = ω (u.2 * j) := by
```
